# A Hermitian matrix H has real propagators exp(−itH) at all times exactly when its entries are purely imaginary

If the propagator has real entries at all times in the chosen basis, a real state vector can be propagated in real arithmetic, with one stored number per amplitude instead of two. For a finite, time-independent Hermitian matrix \(H\), this condition can be checked on \(H\) itself: it holds exactly when every entry has zero real part. The propagators are then real rotation matrices, and a real initial vector stays real.

Throughout, \(\hbar=1\), \(t\) is a real time, and

\[
U(t)=e^{-itH},\qquad K_{ij}=\operatorname{Im}H_{ij}.
\]

The basis states are labelled by a finite type `n`, and `Matrix n n ℂ` is the type of complex matrices with these labels. Hermiticity is assumed only where it is stated.

```lean
import Mathlib

open Matrix Topology NormedSpace
open scoped Matrix.Norms.Operator

namespace RealPropagators

noncomputable section

variable {n : Type*} [Fintype n] [DecidableEq n]
```

The propagator \(U(t)\) is `propagator H t`, defined as a matrix exponential.

```lean
/-- The propagator `exp(-itH)` at real time `t`, in units where `ℏ = 1`. -/
def propagator (H : Matrix n n ℂ) (t : ℝ) : Matrix n n ℂ :=
  NormedSpace.exp ((-(Complex.I * (t : ℂ))) • H)
```

The real matrix \(K\) is `imPart H`. It is defined for every \(H\), but \(H=iK\) holds only when all real parts vanish.

```lean
/-- The real matrix formed by the imaginary parts of the entries of `H`. -/
def imPart (H : Matrix n n ℂ) : Matrix n n ℝ := H.map Complex.im
```

## (a) Imaginary entries give a real exponential

**Task.** Let all entries of \(H\) be purely imaginary. Show that \(U(t)=e^{tK}\).

**Solution.** Since \(H=iK\), the exponent is \(-itH=-it\,(iK)=tK\). Every partial sum of

\[
e^{tK}=\sum_{m\ge 0}\frac{t^mK^m}{m!}
\]

is a real matrix, and so is the limit.

In Lean a real matrix and a complex matrix have different types, so the statement embeds the real exponential entry by entry with `.map Complex.ofReal`. This embedding respects sums and products and is continuous (`hc`), so `NormedSpace.map_exp` lets it pass through the exponential. The equality of the exponents is `hg`.

```lean
/-- If all entries of `H` are purely imaginary, the propagator is the exponential of the
real matrix `t • imPart H`, read as a complex matrix. -/
theorem propagator_eq_real_exp (H : Matrix n n ℂ) (hH : ∀ i j, (H i j).re = 0) (t : ℝ) :
    propagator H t = (NormedSpace.exp (t • imPart H)).map Complex.ofReal := by
  -- the embedding of real matrices is a continuous ring homomorphism
  have hc : Continuous (Complex.ofRealHom.mapMatrix : Matrix n n ℝ →+* Matrix n n ℂ) :=
    Continuous.matrix_map continuous_id Complex.continuous_ofReal
  have h := NormedSpace.map_exp
    (Complex.ofRealHom.mapMatrix : Matrix n n ℝ →+* Matrix n n ℂ) hc (t • imPart H)
  have hg : (-(Complex.I * (t : ℂ))) • H =
      (Complex.ofRealHom.mapMatrix : Matrix n n ℝ →+* Matrix n n ℂ) (t • imPart H) := by
    ext i j
    apply Complex.ext <;> simp [imPart, hH i j]
  unfold propagator
  rw [hg]
  exact h.symm
```

## (b) Real propagators at short times force imaginary entries

**Task.** Suppose that \(U(t)\) has real entries for all \(t\) in some interval around zero. Show that \(\operatorname{Re}H_{ij}=0\) for all \(i,j\).

**Solution.** Fix \(i,j\) and put \(f(t)=\operatorname{Im}U_{ij}(t)\). The Schrödinger equation at time zero reads \(U'(0)=-iH\), so

\[
f'(0)=\operatorname{Im}(-iH_{ij})=-\operatorname{Re}H_{ij}.
\]

But \(f\) vanishes near zero, hence \(f'(0)=0\) and \(\operatorname{Re}H_{ij}=0\).

The hypothesis `∀ᶠ t : ℝ in 𝓝 0` says "for all \(t\) sufficiently close to zero". The map `L` takes a matrix to the imaginary part of its \((i,j)\) entry. It is linear over the reals, so it can be applied to the derivative of the exponential, which gives `hd`. The statement `hz` says that \(f\) agrees with the zero function near zero, and uniqueness of the derivative finishes the argument.

```lean
/-- If the propagator has real entries for all times close to zero, then all entries of `H`
are purely imaginary. -/
theorem imaginary_of_real_short_times (H : Matrix n n ℂ)
    (hU : ∀ᶠ t : ℝ in 𝓝 0, ∀ i j, (propagator H t i j).im = 0) (i j : n) :
    (H i j).re = 0 := by
  let L₀ : Matrix n n ℂ →ₗ[ℝ] ℝ :=
    { toFun := fun M => (M i j).im
      map_add' := fun A B => by simp
      map_smul' := fun c A => by simp }
  let L : Matrix n n ℂ →L[ℝ] ℝ := LinearMap.toContinuousLinearMap L₀
  -- the Schrödinger equation at time zero, read off in one entry
  have hd := L.hasFDerivAt.comp_hasDerivAt (0 : ℝ)
    (hasDerivAt_exp_smul_const ((-Complex.I) • H) (0 : ℝ))
  have hz : (fun _ : ℝ => (0 : ℝ)) =ᶠ[𝓝 0]
      (L ∘ fun u : ℝ => NormedSpace.exp (u • ((-Complex.I) • H))) := by
    filter_upwards [hU] with t ht
    have hg : (-(Complex.I * (t : ℂ))) • H = t • ((-Complex.I) • H) := by
      ext a b
      apply Complex.ext <;> simp
    have h1 := ht i j
    unfold propagator at h1
    rw [hg] at h1
    exact h1.symm
  have h0 := (hd.congr_of_eventuallyEq hz).unique (hasDerivAt_const (0 : ℝ) (0 : ℝ))
  rw [zero_smul, NormedSpace.exp_zero, one_mul] at h0
  have h2 : (((-Complex.I) • H) i j).im = 0 := h0
  simpa using h2
```

## (c) The criterion for any complex square matrix

**Task.** Show that \(U(t)\) has real entries for every real \(t\) if and only if all entries of \(H\) are purely imaginary.

**Solution.** If \(U(t)\) is real at all times, it is real at short times, and (b) applies. If the entries of \(H\) are imaginary, (a) gives \(U(t)=e^{tK}\), which is real. Hermiticity plays no part, so non-Hermitian effective Hamiltonians are included. The two directions of the Lean proof are these two sentences.

The same argument settles propagation in imaginary time: \(e^{-\tau H}\) has real entries for all real \(\tau\) if and only if \(H\) has real entries, because the derivative of \(\operatorname{Im}(e^{-\tau H})_{ij}\) at \(\tau=0\) is \(-\operatorname{Im}H_{ij}\). The Lean theorem here concerns real time only.

```lean
/-- The propagator has real entries at all times if and only if all entries of `H` are
purely imaginary. -/
theorem propagator_real_iff (H : Matrix n n ℂ) :
    (∀ (t : ℝ) (i j : n), (propagator H t i j).im = 0) ↔ ∀ i j, (H i j).re = 0 := by
  constructor
  · intro h
    exact imaginary_of_real_short_times H (Filter.Eventually.of_forall h)
  · intro h t i j
    rw [propagator_eq_real_exp H h t]
    simp
```

## (d) Antisymmetric generators give rotations

**Task.** Let \(K\) be any real matrix with \(K^{T}=-K\). Show that \(O=e^{K}\) satisfies \(OO^{T}=1\) and \(\det O=1\).

**Solution.** Transposing the series gives \(O^{T}=e^{K^{T}}=e^{-K}\). Since \(K\) and \(-K\) commute,

\[
OO^{T}=e^{K}e^{-K}=e^{0}=1.
\]

Taking determinants yields \((\det O)^2=1\), so \(\det O=\pm1\). Splitting the exponential into two half steps excludes the minus sign:

\[
\det e^{K}=\left(\det e^{K/2}\right)^2\ge 0.
\]

In the Lean proof, `ho` is orthogonality, `h1` is the squared determinant, `h2` is the splitting and `h3` is the sign.

```lean
/-- The exponential of a real antisymmetric matrix is orthogonal with determinant one. -/
theorem exp_antisymmetric_rotation (K : Matrix n n ℝ) (hK : Kᵀ = -K) :
    NormedSpace.exp K * (NormedSpace.exp K)ᵀ = 1 ∧ (NormedSpace.exp K).det = 1 := by
  have ho : NormedSpace.exp K * (NormedSpace.exp K)ᵀ = 1 := by
    rw [← Matrix.exp_transpose, hK,
      ← Matrix.exp_add_of_commute _ _ (Commute.neg_right (Commute.refl K)),
      add_neg_cancel, NormedSpace.exp_zero]
  refine ⟨ho, ?_⟩
  have h1 : (NormedSpace.exp K).det * (NormedSpace.exp K).det = 1 := by
    have h := congrArg Matrix.det ho
    rwa [Matrix.det_mul, Matrix.det_transpose, Matrix.det_one] at h
  -- splitting into two half steps shows that the determinant is a square
  have h2 : NormedSpace.exp K =
      NormedSpace.exp ((1 / 2 : ℝ) • K) * NormedSpace.exp ((1 / 2 : ℝ) • K) := by
    rw [← Matrix.exp_add_of_commute _ _ (Commute.refl _), ← add_smul]
    norm_num
  have h3 : 0 ≤ (NormedSpace.exp K).det := by
    rw [h2, Matrix.det_mul]
    exact mul_self_nonneg _
  rcases mul_self_eq_one_iff.mp h1 with h | h
  · exact h
  · linarith
```

## (e) The criterion for Hermitian matrices

**Task.** Let \(H\) be Hermitian. Show that every \(U(t)\) is a real orthogonal matrix of determinant one if and only if all entries of \(H\) are purely imaginary.

**Solution.** If every \(U(t)\) is a real matrix, (c) gives the imaginary entries. Conversely, let the entries be imaginary. Taking imaginary parts in \(H_{ji}^{*}=H_{ij}\) gives \(-K_{ji}=K_{ij}\), so \(tK\) is antisymmetric. By (a), \(U(t)=e^{tK}\), and by (d) this is a rotation.

The Lean statement expresses "is a real rotation" by the existence of a real matrix `O` with the two rotation properties whose complex embedding equals the propagator. The matrix supplied in the proof is \(e^{tK}\), and `hK` is the antisymmetry.

An imaginary Hermitian matrix has zero diagonal. In a finite one-particle lattice model the condition therefore means no on-site energies and purely imaginary hopping amplitudes. It refers to the given basis: changing the phases of the basis states can create or destroy it. Time-dependent Hamiltonians and infinite-dimensional spaces are not treated.

```lean
/-- For a Hermitian `H`, the propagators at all times are real orthogonal matrices of
determinant one if and only if all entries of `H` are purely imaginary. -/
theorem hermitian_propagator_rotation_iff (H : Matrix n n ℂ) (hH : H.IsHermitian) :
    (∀ t : ℝ, ∃ O : Matrix n n ℝ,
      O * Oᵀ = 1 ∧ O.det = 1 ∧ propagator H t = O.map Complex.ofReal) ↔
    ∀ i j, (H i j).re = 0 := by
  constructor
  · intro h
    refine (propagator_real_iff H).mp fun t i j => ?_
    obtain ⟨O, -, -, hO⟩ := h t
    rw [hO]
    simp
  · intro h t
    -- Hermiticity makes the matrix of imaginary parts antisymmetric
    have hK : (t • imPart H)ᵀ = -(t • imPart H) := by
      ext i j
      have h1 := congrArg Complex.im (hH.apply i j)
      have h2 : (H j i).im = -(H i j).im := by
        simp at h1
        linarith
      simp [imPart, h2]
    obtain ⟨h1, h2⟩ := exp_antisymmetric_rotation _ hK
    exact ⟨_, h1, h2, propagator_eq_real_exp H h t⟩
```

## (f) The propagator of a diagonal matrix

**Task.** Let \(H\) be diagonal with entries \(E_k\). Compute \(U(t)\).

**Solution.** Powers of a diagonal matrix are taken entry by entry, so the exponential series can be summed separately for each level:

\[
U(t)=\operatorname{diag}\left(e^{-itE_k}\right).
\]

The levels `E` may be complex. `Matrix.exp_diagonal` reduces the matrix exponential to the exponential of the list of diagonal entries, and evaluation at one level `k` turns that into an ordinary complex exponential.

```lean
/-- The propagator of a diagonal matrix is the diagonal matrix of the factors
`exp(-itE k)`. -/
theorem propagator_diagonal (E : n → ℂ) (t : ℝ) :
    propagator (diagonal E) t =
      diagonal (fun k => Complex.exp (-(Complex.I * (t : ℂ)) * E k)) := by
  have h : (-(Complex.I * (t : ℂ))) • diagonal E =
      diagonal (fun k => -(Complex.I * (t : ℂ)) * E k) := by
    ext i j
    rcases eq_or_ne i j with rfl | hij
    · simp
    · simp [hij]
  unfold propagator
  rw [h, Matrix.exp_diagonal]
  congr 1
  funext k
  rw [Complex.exp_eq_exp_ℂ]
  -- evaluation at one level is a continuous ring homomorphism
  exact NormedSpace.map_exp (Pi.evalRingHom (fun _ : n => ℂ) k) (continuous_apply k)
    (fun k => -(Complex.I * (t : ℂ)) * E k)
```

## (g) Reality at a single time is not enough

**Task.** Find a Hermitian matrix whose entries are not all imaginary, but whose propagator is real at \(t=1\).

**Solution.** Take two levels, \(E_0=2\pi\) and \(E_1=-2\pi\). By (f),

\[
U(1)=\operatorname{diag}\left(e^{-2\pi i},e^{2\pi i}\right)=1,
\]

while \(H_{00}=2\pi\) has a nonzero real part. At \(t=1/4\) the same formula gives \(\operatorname{diag}(-i,i)\), which is not real. A test of the propagator at one time step can thus be passed by a matrix that fails the criterion.

The Lean proof treats the two levels separately with `fin_cases k`, using \(e^{2\pi i}=1\) for both, and then inspects the entry `0 0`.

```lean
/-- Reality at a single time does not suffice: with levels `2π` and `-2π` the propagator at
`t = 1` is the identity, while the entries of the Hamiltonian are not all imaginary. -/
theorem single_time_insufficient :
    propagator (diagonal ![2 * (Real.pi : ℂ), -(2 * (Real.pi : ℂ))]) 1 = 1 ∧
    ¬ ∀ i j, ((diagonal ![2 * (Real.pi : ℂ), -(2 * (Real.pi : ℂ))]) i j).re = 0 := by
  constructor
  · rw [propagator_diagonal, ← Matrix.diagonal_one]
    congr 1
    funext k
    have h1 : Complex.exp (2 * (Real.pi : ℂ) * Complex.I) = 1 := Complex.exp_two_pi_mul_I
    fin_cases k
    · change Complex.exp (-(Complex.I * ((1 : ℝ) : ℂ)) * (2 * (Real.pi : ℂ))) = 1
      rw [show -(Complex.I * ((1 : ℝ) : ℂ)) * (2 * (Real.pi : ℂ)) =
        -(2 * (Real.pi : ℂ) * Complex.I) by push_cast; ring, Complex.exp_neg, h1, inv_one]
    · change Complex.exp (-(Complex.I * ((1 : ℝ) : ℂ)) * (-(2 * (Real.pi : ℂ)))) = 1
      rw [show -(Complex.I * ((1 : ℝ) : ℂ)) * (-(2 * (Real.pi : ℂ))) =
        2 * (Real.pi : ℂ) * Complex.I by push_cast; ring, h1]
  · intro h
    have h0 := h 0 0
    simp [Real.pi_ne_zero] at h0
```

## (h) The Pauli matrix σ_y generates a plane rotation

**Task.** Compute \(U(t)\) for

\[
H=\sigma_y=\begin{pmatrix}0&-i\\ i&0\end{pmatrix}.
\]

**Solution.** The eigenvalues are \(1\) and \(-1\), with normalised eigenvectors \((1,i)^{T}/\sqrt2\) and \((1,-i)^{T}/\sqrt2\). The code omits the factor \(1/\sqrt2\) and uses

\[
P=\begin{pmatrix}1&1\\ i&-i\end{pmatrix},\qquad
Q=P^{-1}=\frac12\begin{pmatrix}1&-i\\ 1&i\end{pmatrix}.
\]

Then \(\sigma_y=P\operatorname{diag}(1,-1)\,Q\), and with (f)

\[
U(t)=P\begin{pmatrix}e^{-it}&0\\0&e^{it}\end{pmatrix}Q
=\begin{pmatrix}\cos t&-\sin t\\ \sin t&\cos t\end{pmatrix}.
\]

For instance, \(U_{00}=(e^{-it}+e^{it})/2=\cos t\) and \(U_{01}=i(e^{it}-e^{-it})/2=-\sin t\). The rotation acts on the pair of amplitudes.

In Lean, `hs` is the diagonalisation, `hu` moves the exponential inside the change of basis, and `hd` writes the two phase factors with sine and cosine. The last lines multiply the matrices and use \(i^2=-1\).

```lean
/-- The Pauli matrix `σ_y` generates the real rotation of the plane by the angle `t`. -/
theorem pauliY_propagator (t : ℝ) :
    propagator !![0, -Complex.I; Complex.I, 0] t =
      !![Complex.cos t, -Complex.sin t; Complex.sin t, Complex.cos t] := by
  let P : Matrix (Fin 2) (Fin 2) ℂ := !![1, 1; Complex.I, -Complex.I]
  let Q : Matrix (Fin 2) (Fin 2) ℂ := !![1 / 2, -Complex.I / 2; 1 / 2, Complex.I / 2]
  have hPQ : P * Q = 1 := by
    ext i j
    fin_cases i <;> fin_cases j <;> apply Complex.ext <;>
      simp [P, Q, Matrix.mul_apply, Fin.sum_univ_succ] <;> norm_num
  -- diagonalise, propagate the two levels, and transform back
  have hD : (diagonal ![1, -1] : Matrix (Fin 2) (Fin 2) ℂ) = !![1, 0; 0, -1] := by
    ext i j
    fin_cases i <;> fin_cases j <;> simp
  have hs : !![0, -Complex.I; Complex.I, 0] = P * diagonal ![1, -1] * Q := by
    rw [hD]
    ext i j
    fin_cases i <;> fin_cases j <;> apply Complex.ext <;>
      simp [P, Q, Matrix.mul_apply, Fin.sum_univ_succ] <;> norm_num
  have hu : propagator (P * diagonal ![1, -1] * Q) t =
      P * propagator (diagonal ![1, -1]) t * Q := by
    unfold propagator
    rw [← Matrix.smul_mul, ← Matrix.mul_smul]
    exact Matrix.exp_units_conj ⟨P, Q, hPQ, mul_eq_one_comm.mp hPQ⟩ _
  have hd : propagator (diagonal ![1, -1]) t =
      !![Complex.cos t - Complex.sin t * Complex.I, 0;
        0, Complex.cos t + Complex.sin t * Complex.I] := by
    have e1 : Complex.exp (-(Complex.I * (t : ℂ))) =
        Complex.cos t - Complex.sin t * Complex.I := by
      rw [show -(Complex.I * (t : ℂ)) = (-(t : ℂ)) * Complex.I by ring,
        Complex.exp_mul_I, Complex.cos_neg, Complex.sin_neg]
      ring
    have e2 : Complex.exp (Complex.I * (t : ℂ)) =
        Complex.cos t + Complex.sin t * Complex.I := by
      rw [mul_comm, Complex.exp_mul_I]
    rw [propagator_diagonal, ← e1, ← e2]
    ext i j
    fin_cases i <;> fin_cases j <;> simp
  rw [hs, hu, hd]
  ext i j
  fin_cases i <;> fin_cases j <;> simp [P, Q, Matrix.mul_apply, Fin.sum_univ_succ]
  all_goals first
    | ring1
    | linear_combination (Complex.sin t) * Complex.I_sq
    | linear_combination (-Complex.sin t) * Complex.I_sq
    | linear_combination (-Complex.cos t) * Complex.I_sq

end

end RealPropagators
```

```lean
#print axioms RealPropagators.imaginary_of_real_short_times
#print axioms RealPropagators.hermitian_propagator_rotation_iff
#print axioms RealPropagators.single_time_insufficient
#print axioms RealPropagators.pauliY_propagator
```

```
'RealPropagators.imaginary_of_real_short_times' depends on axioms: [propext, Classical.choice, Quot.sound]
'RealPropagators.hermitian_propagator_rotation_iff' depends on axioms: [propext, Classical.choice, Quot.sound]
'RealPropagators.single_time_insufficient' depends on axioms: [propext, Classical.choice, Quot.sound]
'RealPropagators.pauliY_propagator' depends on axioms: [propext, Classical.choice, Quot.sound]
```
